# Boundedness at large η selects at most one solution of the Wang–Govind–Carter kernel equation, for every source, exactly when γ < 10

Q: You replace "the physical kernel" by "a solution that is bounded on $\eta\ge 1$". Why should I accept that?

A: Because a second-order equation needs a selection rule, and this one is weak. The equation is
$$\eta^2w''+(\gamma-9)\,\eta w'+20w=20\,G(\eta),\qquad \eta>0,$$
where $\eta$ is the wave number in units of twice the Fermi wave vector and $w$ is the kernel of the nonlocal kinetic energy. The parameter $\gamma$ sets the power mean that combines the local Fermi wave vectors at two points. The 9 and the 20 on the left-hand side reflect the density exponents chosen in the functional, and $G$ carries the target linear response. A solution with a finite limit at infinity is bounded on $\eta\ge1$, so the rule admits it.

```lean
import Mathlib

noncomputable section

namespace WangGovindCarterKernel

/-- The function `w` is twice differentiable on `η > 0` and solves the kernel equation
`η² w'' + (γ - 9) η w' + 20 w = 20 G(η)` there. -/
def SolvesKernel (γ : ℝ) (G w : ℝ → ℝ) : Prop :=
  ∃ w₁ w₂ : ℝ → ℝ, ∀ η : ℝ, 0 < η →
    HasDerivAt w (w₁ η) η ∧ HasDerivAt w₁ (w₂ η) η ∧
      η ^ 2 * w₂ η + (γ - 9) * η * w₁ η + 20 * w η = 20 * G η

/-- The kernel is bounded on `η ≥ 1`. -/
def BoundedTail (w : ℝ → ℝ) : Prop := ∃ M : ℝ, ∀ η : ℝ, 1 ≤ η → |w η| ≤ M
```

Q: What do these definitions assume about $w$ and $G$?

A: `SolvesKernel γ G w` supplies functions `w₁` and `w₂`, the first and second derivatives at every $\eta>0$, and requires the equation there. The second derivative need not be continuous, and $G$ is any real function. `BoundedTail w` asks for one constant $M$ with $|w(\eta)|\le M$ for $\eta\ge1$. No bound is required for $0<\eta<1$, although the equation must hold there too. The differential equation is taken as given, not derived from the energy functional.

Q: Where does 10 come from, if the equation contains 9?

A: Insert $\eta^r$ into the homogeneous equation. The term $r(r-1)$ shifts the coefficient, giving
$$r^2+(\gamma-10)r+20=0.$$
The roots may be complex, so `indicial` is defined over $\mathbb C$, where a root always exists.

```lean
/-- The indicial polynomial, obtained by inserting `η ^ r` in the homogeneous equation. -/
def indicial (γ : ℝ) (r : ℂ) : ℂ := r ^ 2 + ((γ : ℂ) - 10) * r + 20

/-- The indicial polynomial has a complex root for every `γ`. -/
theorem exists_indicial_root (γ : ℝ) : ∃ r : ℂ, indicial γ r = 0 := by
  obtain ⟨d, hd⟩ := IsAlgClosed.exists_pow_nat_eq ((10 - (γ : ℂ)) ^ 2 - 80)
    (n := 2) (by norm_num)
  refine ⟨(10 - (γ : ℂ) + d) / 2, ?_⟩
  unfold indicial
  linear_combination hd / 4
```

For the sign, note that $r\neq0$, multiply by $\bar r$ and take the real part:
$$\operatorname{Re}r\,(|r|^2+20)=(10-\gamma)|r|^2.$$
Both $|r|^2+20$ and $|r|^2$ are positive, so $\operatorname{Re}r>0$ exactly when $\gamma<10$. The identity is `key` in the proof.

```lean
/-- An indicial root has positive real part exactly when `γ < 10`. -/
theorem indicial_root_re_pos_iff {γ : ℝ} {r : ℂ} (h : indicial γ r = 0) :
    0 < r.re ↔ γ < 10 := by
  have hr0 : r ≠ 0 := by
    rintro rfl
    simp [indicial] at h
  have hQ := Complex.normSq_pos.mpr hr0
  rw [Complex.normSq_apply] at hQ
  -- real part of the indicial equation multiplied by the conjugate root
  have key : r.re * (r.re * r.re + r.im * r.im + 20)
      = (10 - γ) * (r.re * r.re + r.im * r.im) := by
    have h1 := congrArg Complex.re h
    have h2 := congrArg Complex.im h
    simp [indicial, pow_two] at h1 h2
    linear_combination r.re * h1 + r.im * h2
  constructor
  · intro hp
    by_contra hn
    have h1 := mul_pos hp (by linarith : 0 < r.re * r.re + r.im * r.im + 20)
    have h2 := mul_nonneg (by linarith : 0 ≤ γ - 10) hQ.le
    linarith
  · intro hg
    by_contra hn
    have h1 := mul_nonneg (by linarith : 0 ≤ -r.re)
      (by linarith : 0 ≤ r.re * r.re + r.im * r.im + 20)
    have h2 := mul_pos (by linarith : 0 < 10 - γ) hQ
    linarith
```

Q: Then for $\gamma<10$ both homogeneous solutions grow. But combinations could cancel, and a double root brings a logarithm.

A: The argument handles all cases together. Let $\gamma<10$, let $w$ and $v$ be two bounded solutions for the same $G$, and set $t=\log\eta$ and $u(t)=w(e^t)-v(e^t)$. The source cancels. Since $u'=\eta(w'-v')$ and $u''=\eta^2(w''-v'')+\eta(w'-v')$,
$$u''=(10-\gamma)u'-20u=(r+s)u'-rs\,u,$$
where $s=10-\gamma-r$ is the other root. Therefore $(u'-ru)'=s(u'-ru)$, and $u'-ru=Ce^{st}$ for a constant $C$. This uses two facts about exponentials: their derivative, and that $g'=rg$ forces $g(t)=g(0)e^{rt}$, because $g(t)e^{-rt}$ has zero derivative.

```lean
/-- The derivative of `exp (a t)` in real `t` is `a exp (a t)`, for complex `a`. -/
theorem hasDerivAt_exp_mul (a : ℂ) (t : ℝ) :
    HasDerivAt (fun y : ℝ => Complex.exp (a * (y : ℂ))) (a * Complex.exp (a * (t : ℂ))) t := by
  have h : HasDerivAt (fun y : ℝ => (y : ℂ)) ((1 : ℝ) : ℂ) t := (hasDerivAt_id' t).ofReal_comp
  exact (h.const_mul a).cexp.congr_deriv (by rw [Complex.ofReal_one]; ring)

/-- A solution of `g' = r g` on the real line is `g(0) exp (r t)`. -/
theorem first_order_solution {g : ℝ → ℂ} {r : ℂ} (h : ∀ t, HasDerivAt g (r * g t) t) (t : ℝ) :
    g t = g 0 * Complex.exp (r * (t : ℂ)) := by
  have hd : ∀ x : ℝ, HasDerivAt (fun y : ℝ => g y * Complex.exp (-r * (y : ℂ))) 0 x :=
    fun x => ((h x).fun_mul (hasDerivAt_exp_mul (-r) x)).congr_deriv (by ring)
  have hc := is_const_of_deriv_eq_zero (fun x => (hd x).differentiableAt)
    (fun x => (hd x).deriv) t 0
  have hc' : g t * Complex.exp (-r * (t : ℂ)) = g 0 := by simpa using hc
  have e : Complex.exp (-r * (t : ℂ)) * Complex.exp (r * (t : ℂ)) = 1 := by
    rw [← Complex.exp_add]; simp
  linear_combination Complex.exp (r * (t : ℂ)) * hc' - g t * e
```

Q: And how does boundedness remove $C$?

A: Define $h(t)=u(t)e^{-st}-Ct$. Then $h'=(r-s)\,u\,e^{-st}$. If $|u|\le M$ for $t\ge0$, the mean value inequality between $T\ge0$ and $T+1$ gives
$$|h(T+1)-h(T)|\le|r-s|\,Me^{-T\operatorname{Re}s}.$$
Also $C=u(T+1)e^{-s(T+1)}-u(T)e^{-sT}-[h(T+1)-h(T)]$, so
$$|C|\,e^{T\operatorname{Re}s}\le(|r-s|+2)M.$$
Both roots have positive real part because $\gamma<10$, so the left side stays bounded as $T$ grows only if $C=0$. What remains is $u=u(0)e^{rt}$, and $|u(0)|e^{T\operatorname{Re}r}\le M$ forces $u(0)=0$. No step divides by $r-s$, so a double root is included.

The lemma `amplitude_eq_zero` does both eliminations, using $e^x\ge x+1$. In `bounded_log_solution_eq_zero`, `hg` is the derivative of $h$, `hm` the mean value bound and `hC0` the vanishing of $C$; the Lean `v` there stands for $u'$, not for a second kernel.

```lean
/-- A nonnegative amplitude whose exponential growth stays bounded is zero. -/
theorem amplitude_eq_zero {c K ρ : ℝ} (hc : 0 ≤ c) (hρ : 0 < ρ)
    (h : ∀ T : ℝ, 0 ≤ T → c * Real.exp (ρ * T) ≤ K) : c = 0 := by
  by_contra hne
  have hpos : 0 < c := lt_of_le_of_ne hc (Ne.symm hne)
  have hK : 0 ≤ K := le_trans (by positivity) (h 0 le_rfl)
  obtain ⟨T, hT, hcT⟩ : ∃ T : ℝ, 0 ≤ T ∧ c * (ρ * T) = K :=
    ⟨K / (ρ * c), by positivity, by field_simp⟩
  have h1 := mul_le_mul_of_nonneg_left (Real.add_one_le_exp (ρ * T)) hc
  linarith [h T hT]

/-- In the variable `t = log η`: if both exponents `r`, `s` have positive real part, a solution
of `u'' = (r + s) u' - r s u` that is bounded for `t ≥ 0` vanishes. -/
theorem bounded_log_solution_eq_zero {u v : ℝ → ℂ} {r s : ℂ} {M : ℝ}
    (hr : 0 < r.re) (hs : 0 < s.re) (hu : ∀ t, HasDerivAt u (v t) t)
    (hv : ∀ t, HasDerivAt v ((r + s) * v t - r * s * u t) t)
    (hM : ∀ t : ℝ, 0 ≤ t → ‖u t‖ ≤ M) (t : ℝ) : u t = 0 := by
  have hM0 : 0 ≤ M := (norm_nonneg _).trans (hM 0 le_rfl)
  -- the combination `v - r u` is a pure exponential with exponent `s`
  obtain ⟨C, hC⟩ : ∃ C : ℂ, ∀ x : ℝ, v x - r * u x = C * Complex.exp (s * (x : ℂ)) :=
    ⟨v 0 - r * u 0, first_order_solution (g := fun x => v x - r * u x) fun x =>
      ((hv x).fun_sub ((hu x).const_mul r)).congr_deriv (by ring)⟩
  have hg : ∀ x : ℝ, HasDerivAt (fun y : ℝ => u y * Complex.exp (-s * (y : ℂ)) - C * (y : ℂ))
      ((r - s) * (u x * Complex.exp (-s * (x : ℂ)))) x := by
    intro x
    have hy : HasDerivAt (fun y : ℝ => C * (y : ℂ)) C x :=
      ((hasDerivAt_id' x).ofReal_comp.const_mul C).congr_deriv (by simp)
    have e : Complex.exp (-s * (x : ℂ)) * Complex.exp (s * (x : ℂ)) = 1 := by
      rw [← Complex.exp_add]; simp
    exact (((hu x).fun_mul (hasDerivAt_exp_mul (-s) x)).fun_sub hy).congr_deriv
      (by linear_combination Complex.exp (-s * (x : ℂ)) * hC x + C * e)
  have hC0 : ‖C‖ = 0 := by
    refine amplitude_eq_zero (K := (‖r - s‖ + 2) * M) (norm_nonneg C) hs fun T hT => ?_
    have hdec : ∀ x : ℝ, T ≤ x →
        ‖u x * Complex.exp (-s * (x : ℂ))‖ ≤ M * Real.exp (-(s.re * T)) := by
      intro x hx
      have hn : ‖Complex.exp (-s * (x : ℂ))‖ = Real.exp (-(s.re * x)) := by
        simp [Complex.norm_exp]
      rw [norm_mul, hn]
      exact mul_le_mul (hM x (hT.trans hx))
        (Real.exp_le_exp.mpr (by linarith [mul_le_mul_of_nonneg_left hx hs.le]))
        (Real.exp_pos _).le hM0
    -- mean value inequality on `[T, T + 1]`
    have hm : ‖(u (T + 1) * Complex.exp (-s * ((T + 1 : ℝ) : ℂ)) - C * ((T + 1 : ℝ) : ℂ))
        - (u T * Complex.exp (-s * (T : ℂ)) - C * (T : ℂ))‖
        ≤ ‖r - s‖ * (M * Real.exp (-(s.re * T))) := by
      have h := Convex.norm_image_sub_le_of_norm_hasDerivWithin_le
        (s := Set.Ici T) (x := T) (y := T + 1) (C := ‖r - s‖ * (M * Real.exp (-(s.re * T))))
        (fun x _ => (hg x).hasDerivWithinAt)
        (fun x hx => by
          rw [norm_mul]
          exact mul_le_mul_of_nonneg_left (hdec x hx) (norm_nonneg _))
        (convex_Ici T) (Set.mem_Ici.mpr le_rfl) (Set.mem_Ici.mpr (by linarith))
      have e1 : ‖T + 1 - T‖ = 1 := by simp
      rw [e1, mul_one] at h
      exact h
    have tri : ∀ A B X : ℂ, C = A - B - X → ‖C‖ ≤ ‖A‖ + ‖B‖ + ‖X‖ := by
      intro A B X h
      rw [h]
      linarith [norm_sub_le (A - B) X, norm_sub_le A B]
    have h1 := tri (u (T + 1) * Complex.exp (-s * ((T + 1 : ℝ) : ℂ)))
      (u T * Complex.exp (-s * (T : ℂ))) _ (by push_cast; ring) |>.trans
      (add_le_add (add_le_add (hdec (T + 1) (by linarith)) (hdec T le_rfl)) hm)
    have hE : Real.exp (-(s.re * T)) * Real.exp (s.re * T) = 1 := by
      rw [← Real.exp_add]; simp
    have h2 := mul_le_mul_of_nonneg_right h1 (Real.exp_pos (s.re * T)).le
    linear_combination h2 + (‖r - s‖ + 2) * M * hE
  -- what remains is a pure exponential with exponent `r`
  have hfirst := first_order_solution (g := u) (r := r) fun x =>
    (hu x).congr_deriv (by
      have h := hC x
      rw [norm_eq_zero.mp hC0] at h
      linear_combination h)
  have hu0 : ‖u 0‖ = 0 := by
    refine amplitude_eq_zero (K := M) (norm_nonneg _) hr fun T hT => ?_
    have h := hM T hT
    rw [hfirst T, norm_mul, Complex.norm_exp, Complex.re_mul_ofReal] at h
    exact h
  rw [hfirst t, norm_eq_zero.mp hu0, zero_mul]
```

Q: So how does the statement about kernels follow?

A: `bounded_kernel_unique` carries out the change of variable. Its `h1` and `h2` are the two derivatives of $u$, and `hsum` and `hprod` are $r+s=10-\gamma$ and $rs=20$. If the kernels have bounds $M$ and $N$, their difference has bound $M+N$. The conclusion is $w(\eta)=v(\eta)$ at every $\eta>0$, including $\eta<1$, where no bound was assumed.

```lean
/-- For `γ < 10` and any source `G`, two solutions of the kernel equation that are both bounded
on `η ≥ 1` coincide on `η > 0`. -/
theorem bounded_kernel_unique {γ : ℝ} (hγ : γ < 10) {G w v : ℝ → ℝ}
    (hw : SolvesKernel γ G w) (hv : SolvesKernel γ G v)
    (bw : BoundedTail w) (bv : BoundedTail v) {η : ℝ} (hη : 0 < η) : w η = v η := by
  obtain ⟨w₁, w₂, hw⟩ := hw
  obtain ⟨v₁, v₂, hv⟩ := hv
  obtain ⟨M, hM⟩ := bw
  obtain ⟨N, hN⟩ := bv
  obtain ⟨r, hr⟩ := exists_indicial_root γ
  have hs : indicial γ (10 - (γ : ℂ) - r) = 0 := by
    unfold indicial at hr ⊢
    linear_combination hr
  have hsum : r + (10 - (γ : ℂ) - r) = 10 - (γ : ℂ) := by ring
  have hprod : r * (10 - (γ : ℂ) - r) = 20 := by
    unfold indicial at hr
    linear_combination -hr
  -- the difference of the solutions as a function of `t = log η`
  have h1 : ∀ t : ℝ, HasDerivAt (fun y => w (Real.exp y) - v (Real.exp y))
      (Real.exp t * (w₁ (Real.exp t) - v₁ (Real.exp t))) t := fun t =>
    (((hw _ (Real.exp_pos t)).1.comp t (Real.hasDerivAt_exp t)).fun_sub
      ((hv _ (Real.exp_pos t)).1.comp t (Real.hasDerivAt_exp t))).congr_deriv (by ring)
  have h2 : ∀ t : ℝ, HasDerivAt (fun y => Real.exp y * (w₁ (Real.exp y) - v₁ (Real.exp y)))
      ((10 - γ) * (Real.exp t * (w₁ (Real.exp t) - v₁ (Real.exp t)))
        - 20 * (w (Real.exp t) - v (Real.exp t))) t := by
    intro t
    have a : HasDerivAt (fun y => w₁ (Real.exp y) - v₁ (Real.exp y))
        (w₂ (Real.exp t) * Real.exp t - v₂ (Real.exp t) * Real.exp t) t :=
      ((hw _ (Real.exp_pos t)).2.1.comp t (Real.hasDerivAt_exp t)).fun_sub
        ((hv _ (Real.exp_pos t)).2.1.comp t (Real.hasDerivAt_exp t))
    exact ((Real.hasDerivAt_exp t).fun_mul a).congr_deriv (by
      linear_combination (hw _ (Real.exp_pos t)).2.2 - (hv _ (Real.exp_pos t)).2.2)
  have h := bounded_log_solution_eq_zero (M := M + N)
    (u := fun t => ((w (Real.exp t) - v (Real.exp t) : ℝ) : ℂ))
    (v := fun t => ((Real.exp t * (w₁ (Real.exp t) - v₁ (Real.exp t)) : ℝ) : ℂ))
    ((indicial_root_re_pos_iff hr).mpr hγ) ((indicial_root_re_pos_iff hs).mpr hγ)
    (fun t => (h1 t).ofReal_comp)
    (fun t => (h2 t).ofReal_comp.congr_deriv (by
      rw [hsum, hprod]
      push_cast
      ring))
    (fun t ht => by
      rw [Complex.norm_real, Real.norm_eq_abs]
      have he := Real.one_le_exp ht
      exact (abs_sub _ _).trans (add_le_add (hM _ he) (hN _ he)))
    (Real.log η)
  have h' := Complex.ofReal_eq_zero.mp h
  rw [Real.exp_log hη] at h'
  linarith
```

Q: Is 10 a real threshold, or just where your proof stops?

A: It is real. For $\gamma\ge10$ a root has $\operatorname{Re}r\le0$, so $\operatorname{Re}\eta^r$ solves the equation with $G=0$, is at most 1 in size on $\eta\ge1$, and equals 1 at $\eta=1$. The zero function is another bounded solution. This gives the equivalence.

```lean
/-- For `γ ≥ 10` the homogeneous kernel equation has a solution that is bounded on `η ≥ 1` and
equals one at `η = 1`. -/
theorem exists_bounded_homogeneous {γ : ℝ} (hγ : 10 ≤ γ) :
    ∃ w : ℝ → ℝ, SolvesKernel γ (fun _ => 0) w ∧ BoundedTail w ∧ w 1 = 1 := by
  obtain ⟨r, hr⟩ := exists_indicial_root γ
  have hre : r.re ≤ 0 :=
    not_lt.mp fun h => absurd ((indicial_root_re_pos_iff hr).mp h) (not_lt.mpr hγ)
  -- derivative of the real part of `c η ^ r`
  have hd : ∀ (c : ℂ) (η : ℝ), 0 < η →
      HasDerivAt (fun y : ℝ => (c * Complex.exp (r * (Real.log y : ℂ))).re)
        ((c * r * Complex.exp (r * (Real.log η : ℂ))).re / η) η := by
    intro c η hη
    have h1 := (hasDerivAt_exp_mul r (Real.log η)).scomp η (Real.hasDerivAt_log hη.ne')
    have h3 : HasDerivAt (fun y : ℝ => (c * Complex.exp (r * (Real.log y : ℂ))).re)
        (c * (η⁻¹ • (r * Complex.exp (r * (Real.log η : ℂ))))).re η :=
      Complex.reCLM.hasFDerivAt.comp_hasDerivAt η (h1.const_mul c)
    exact h3.congr_deriv (by
      rw [mul_smul_comm, ← mul_assoc, Complex.smul_re, smul_eq_mul, div_eq_inv_mul])
  refine ⟨fun η => (Complex.exp (r * (Real.log η : ℂ))).re,
    ⟨fun η => (r * Complex.exp (r * (Real.log η : ℂ))).re / η,
     fun η => ((r * r * Complex.exp (r * (Real.log η : ℂ))).re
       - (r * Complex.exp (r * (Real.log η : ℂ))).re) / η ^ 2, fun η hη => ⟨?_, ?_, ?_⟩⟩,
    ⟨1, fun η hη => ?_⟩, by simp⟩
  · simpa only [one_mul] using hd 1 η hη
  · have hne := hη.ne'
    exact ((hd r η hη).fun_div (hasDerivAt_id' η) hne).congr_deriv (by
      rw [div_mul_cancel₀ _ hne, mul_one])
  · have h0 : r * r * Complex.exp (r * (Real.log η : ℂ))
        + ((γ - 10 : ℝ) : ℂ) * (r * Complex.exp (r * (Real.log η : ℂ)))
        + ((20 : ℝ) : ℂ) * Complex.exp (r * (Real.log η : ℂ)) = 0 := by
      unfold indicial at hr
      rw [Complex.ofReal_sub, Complex.ofReal_ofNat, Complex.ofReal_ofNat]
      linear_combination Complex.exp (r * (Real.log η : ℂ)) * hr
    have h1 := congrArg Complex.re h0
    rw [Complex.add_re, Complex.add_re, Complex.re_ofReal_mul, Complex.re_ofReal_mul,
      Complex.zero_re] at h1
    have hne := hη.ne'
    rw [mul_div_cancel₀ _ (pow_ne_zero 2 hne), mul_assoc (γ - 9) η, mul_div_cancel₀ _ hne]
    linear_combination h1
  · refine (Complex.abs_re_le_norm _).trans ?_
    rw [Complex.norm_exp, Complex.re_mul_ofReal]
    exact Real.exp_le_one_iff.mpr (mul_nonpos_of_nonpos_of_nonneg hre (Real.log_nonneg hη))

/-- Boundedness on `η ≥ 1` singles out at most one kernel for every source exactly when
`γ < 10`. -/
theorem bounded_kernel_unique_iff (γ : ℝ) :
    (∀ G w v : ℝ → ℝ, SolvesKernel γ G w → SolvesKernel γ G v → BoundedTail w →
      BoundedTail v → ∀ η : ℝ, 0 < η → w η = v η) ↔ γ < 10 := by
  constructor
  · intro h
    by_contra hn
    obtain ⟨w, hw, bw, h1⟩ := exists_bounded_homogeneous (not_lt.mp hn)
    have h0 := h (fun _ => 0) w (fun _ => 0) hw
      ⟨fun _ => 0, fun _ => 0, fun η _ => ⟨hasDerivAt_const _ _, hasDerivAt_const _ _, by simp⟩⟩
      bw ⟨0, fun η _ => by simp⟩ 1 one_pos
    rw [h1] at h0
    exact one_ne_zero h0
  · intro hγ G w v hw hv bw bv η hη
    exact bounded_kernel_unique hγ hw hv bw bv hη
```

Q: Does a bounded kernel exist for my $G$?

A: The uniqueness theorem says "at most one"; existence for a general $G$ is not addressed. It is established for one family: for $\gamma<10$, real $c$ and integer $m\le0$, the source
$$G(\eta)=\frac{c\,[m^2+(\gamma-10)m+20]}{20}\,\eta^m$$
has $c\,\eta^m$ as its only bounded kernel. For $m=0$, a constant source $c$ gives the constant kernel $c$. The proof differentiates the power, checks the equation and applies uniqueness.

```lean
/-- For `γ < 10` and an integer `m ≤ 0`, the power law `c η ^ m` is a bounded kernel for the
source `c (m² + (γ - 10) m + 20) / 20 · η ^ m`, and every bounded kernel for it agrees with
this power law on `η > 0`. -/
theorem power_law_kernel {γ : ℝ} (hγ : γ < 10) (c : ℝ) {m : ℤ} (hm : m ≤ 0) :
    let G : ℝ → ℝ := fun η => c * ((m : ℝ) ^ 2 + (γ - 10) * m + 20) / 20 * η ^ m
    SolvesKernel γ G (fun η => c * η ^ m) ∧ BoundedTail (fun η => c * η ^ m) ∧
      ∀ w, SolvesKernel γ G w → BoundedTail w → ∀ η : ℝ, 0 < η → w η = c * η ^ m := by
  intro G
  have hsol : SolvesKernel γ G (fun η => c * η ^ m) := by
    refine ⟨fun η => c * ((m : ℝ) * η ^ (m - 1)),
      fun η => c * ((m : ℝ) * (((m - 1 : ℤ) : ℝ) * η ^ (m - 1 - 1))), fun η hη =>
      ⟨(hasDerivAt_zpow m η (Or.inl hη.ne')).const_mul c,
       ((hasDerivAt_zpow (m - 1) η (Or.inl hη.ne')).const_mul (m : ℝ)).const_mul c, ?_⟩⟩
    have hi := mul_inv_cancel₀ hη.ne'
    simp only [G, zpow_sub_one₀ hη.ne']
    generalize η ^ m = P
    generalize η⁻¹ = i at hi ⊢
    push_cast
    linear_combination
      (c * m * (m - 1) * P * (η * i + 1) + (γ - 9) * c * m * P) * hi
  have hbd : BoundedTail (fun η => c * η ^ m) := by
    refine ⟨|c|, fun η hη => ?_⟩
    have hpos : 0 < η := by linarith
    rw [abs_mul, abs_of_pos (zpow_pos hpos m)]
    exact mul_le_of_le_one_right (abs_nonneg c) (zpow_le_one_of_nonpos₀ hη hm)
  exact ⟨hsol, hbd, fun w hw bw η hη => bounded_kernel_unique hγ hw hsol bw hbd hη⟩

end WangGovindCarterKernel
```

Q: What does this give someone running orbital-free simulations?

A: For this one-variable equation with given $G$ and $\gamma<10$, two exact solutions that stay bounded at large $\eta$ are the same kernel, however they were constructed; the accuracy of the resulting kinetic energy is a different question.

```lean
#print axioms WangGovindCarterKernel.bounded_kernel_unique_iff
#print axioms WangGovindCarterKernel.power_law_kernel
```

```
'WangGovindCarterKernel.bounded_kernel_unique_iff' depends on axioms: [propext, Classical.choice, Quot.sound]
'WangGovindCarterKernel.power_law_kernel' depends on axioms: [propext, Classical.choice, Quot.sound]
```
